# Closed form of the secular determinant for one pair with constant or separable pairing

Take two levels with pair energies $d_0, d_1$ and one pair of fermions that scatters between them, and onto its own level, with matrix element $-g$. At a trial energy $x$ the secular determinant is

$$\det\begin{pmatrix} d_0-x-g & -g\\ -g & d_1-x-g\end{pmatrix} = (d_0-x-g)(d_1-x-g)-g^2 = (d_0-x)(d_1-x) - g\,[(d_1-x)+(d_0-x)].$$

The terms in $g^2$ cancel. For $x \ne d_0, d_1$ the product can be pulled out, which leaves $(d_0-x)(d_1-x)\,[1 - g/(d_0-x) - g/(d_1-x)]$. The interaction has rank one, and the determinant stays of at most first degree in $g$ for any number of levels.

## The identity for a finite set of levels

Let $i$ run over a finite set of $N$ doubly degenerate levels, let $b_i^\dagger$ create a pair in level $i$, and let $d_i$ be the energy of that pair, twice the single-particle energy. On the states $b_i^\dagger|0\rangle$ the Hamiltonian $\sum_i d_i\, b_i^\dagger b_i - g\sum_{i,j} b_i^\dagger b_j$ has the matrix $D - gJ$, with $D = \mathrm{diag}(d_i)$ and $J$ the matrix of ones. The constant $g$ stands for a pair-scattering matrix element taken to be the same between all levels, attractive for $g>0$. For every real $x$ different from all $d_i$,

$$\det(D - gJ - x) = \prod_i (d_i - x)\,\Big(1 - g\sum_i \frac{1}{d_i - x}\Big). \tag{1}$$

If level $i$ couples with a real amplitude $w_i$, so that the matrix element is $-g w_i w_j$, the matrix is $D - g\,ww^{T}$ and each $1/(d_i-x)$ becomes $w_i^2/(d_i-x)$. With the denominators cleared the formula holds at every real $x$:

$$\det(D - g\,ww^T - x) = \prod_i (d_i-x) - g\sum_i w_i^2 \prod_{j\ne i}(d_j-x). \tag{2}$$

As an instance take $d = (0,1,3)$, $g=1$, $w_i = 1$ and $x=2$. The differences $d_i-x$ are $(-2,-1,1)$, with product $2$ and sum of reciprocals $-\tfrac12$, so (1) gives $2\cdot\tfrac32 = 3$. Expansion along the first row agrees:

$$\det\begin{pmatrix}-3&-1&-1\\-1&-2&-1\\-1&-1&0\end{pmatrix} = 3 - 1 + 1 = 3.$$

At $x = d_1 = 1$ only (2) applies, and it gives $-(0-1)(3-1) = 2$.

## Root finders and pairing solvers

For one pair in finitely many levels with constant coupling, a code can replace the $N\times N$ determinant by the scalar function $f(x) = 1 - g\sum_i 1/(d_i-x)$, which costs $N$ divisions, and search for its roots, both between the poles and outside them: for $g>0$ one root, the paired ground state, lies below the lowest level, because $f$ tends to $1$ far below the levels and to $-\infty$ just below the lowest one, and for $g<0$ one root lies above the highest level. The equation $f(x)=0$ is Richardson's equation for a single pair. With several pairs the equations acquire terms that couple the pair energies, and those do not occur here. By (1), away from the levels the determinant vanishes exactly where $f$ does, since the product is nonzero there. On the levels $f$ is undefined, so a search on $f$ alone misses any zero of the determinant at $x = d_k$. The results below say when such a zero exists. A general seniority-zero solver, run with one pair and constant or separable coupling, can also be compared with (2).

One convention needs checking against the code: $J$ includes the diagonal, so the diagonal element is $d_i - g$. A code that sums only over $i \neq j$ has the matrix $(D+g) - gJ$, and the formulas apply to it with $d_i$ replaced by $d_i+g$; for separable coupling the replacement is $d_i+g w_i^2$.

## From a rank-one update to the secular formula

Let $a_i \neq 0$, $A = \mathrm{diag}(a_i)$, and let $u, v$ be vectors. Define the column $c_i = -g u_i/a_i$ and the row $r_j = v_j$. Since $(Acr)_{ij} = a_i c_i r_j = -g u_i v_j$,

$$A - g\,uv^T = A\,(1 + cr).$$

Consider the block matrix $M = \begin{pmatrix} 1 & -c\\ r & 1\end{pmatrix}$ of size $N+1$. Eliminating $r$ with the upper rows gives $\det M = 1 + rc$, a number. Eliminating $-c$ with the last row gives $\det M = \det(1+cr)$. Hence

$$\det(A - g\,uv^T) = \prod_i a_i\,\Big(1 + \sum_j v_j c_j\Big) = \prod_i a_i\,\Big(1 - g\sum_j \frac{u_jv_j}{a_j}\Big).$$

The energy shift goes into the diagonal: $D - g\,ww^T - x = \mathrm{diag}(d_i-x) - g\,ww^T$. With $a_i = d_i-x$ and $u=v=w$ this is the separable formula, and $w_i=1$ gives $ww^T=J$ and (1).

Off the levels, $\prod_j (d_j-x)\cdot w_i^2/(d_i-x) = w_i^2\prod_{j\neq i}(d_j-x)$, and summing over $i$ turns the separable formula into (2). Both sides of (2) are continuous in $x$ and agree except possibly at finitely many points, each of which is a limit of points where they agree, so (2) holds everywhere.

Put $x=d_k$ in (2). The full product contains $d_k-d_k=0$, and so does every term of the sum with $i\ne k$. What remains is

$$\det(D - g\,ww^T - d_k) = -g\,w_k^2\prod_{j\neq k}(d_j-d_k). \tag{3}$$

For $g\neq0$ and $w_k\neq0$ this is zero exactly when $d_j = d_k$ for some $j \neq k$. For a shell of $L+1$ levels at a common energy $e$ with $w_i=1$, (2) reads $(e-x)^{L+1} - g(L+1)(e-x)^L$, that is

$$\det(e - gJ - x) = (e-x)^L\,\big(e-x-g(L+1)\big). \tag{4}$$

The zero at $x=e$ contributed by the first factor is present for $L\ge1$ and invisible to $f$. For $L=0$ the formula is $e-x-g$.

## The Lean file

```lean
import Mathlib

open Matrix Finset

namespace OnePairSecular

variable {n : Type*} [Fintype n] [DecidableEq n]

/-- The all-ones matrix `J`: a pair scatters between any two levels with unit amplitude. -/
def allOnes (n : Type*) : Matrix n n ℝ := Matrix.of fun _ _ => 1

/-- The one-pair Hamiltonian `D - g J` with `D = diag(d)` the pair energies of the levels. -/
def pairH (d : n → ℝ) (g : ℝ) : Matrix n n ℝ := Matrix.diagonal d - g • allOnes n

/-- The one-pair Hamiltonian with separable pairing, `D - g w wᵀ`, where `w i` is the pair
amplitude of level `i`. -/
def sepH (d : n → ℝ) (g : ℝ) (w : n → ℝ) : Matrix n n ℝ :=
  Matrix.diagonal d - g • Matrix.vecMulVec w w

/-- The secular determinant `det (H - x)`. -/
def secDet (H : Matrix n n ℝ) (x : ℝ) : ℝ := (H - x • (1 : Matrix n n ℝ)).det

/-- Determinant of a diagonal matrix with nonzero entries minus a rank-one term `g u vᵀ`,
over any field. -/
theorem det_diagonal_sub_rank_one {K : Type*} [Field K] (a u v : n → K) (g : K)
    (ha : ∀ i, a i ≠ 0) :
    (Matrix.diagonal a - g • Matrix.vecMulVec u v).det
      = (∏ i, a i) * (1 - g * ∑ i, u i * v i / a i) := by
  -- factor out the diagonal part, leaving identity plus column times row
  have h : Matrix.diagonal a - g • Matrix.vecMulVec u v
      = Matrix.diagonal a * (1 + (Matrix.of fun i (_ : Fin 1) => -g * u i * (a i)⁻¹)
          * (Matrix.of fun (_ : Fin 1) j => v j)) := by
    rw [Matrix.mul_add, Matrix.mul_one]
    ext i j
    have hi : a i * (a i)⁻¹ = 1 := mul_inv_cancel₀ (ha i)
    rw [Matrix.add_apply, Matrix.diagonal_mul, Matrix.mul_apply]
    simp only [Matrix.sub_apply, Matrix.smul_apply, Matrix.vecMulVec_apply, Matrix.of_apply,
      Fin.sum_univ_one, smul_eq_mul]
    linear_combination (g * u i * v j) * hi
  have hs : ∑ j, v j * (-g * u j * (a j)⁻¹) = ∑ j, (-g) * (u j * v j / a j) :=
    Finset.sum_congr rfl fun j _ => by ring
  -- det (1 + AB) = det (1 + BA) reduces to a 1 × 1 determinant
  rw [h, Matrix.det_mul, Matrix.det_diagonal, Matrix.det_one_add_mul_comm, Matrix.det_fin_one]
  simp only [Matrix.add_apply, Matrix.one_apply_eq, Matrix.mul_apply, Matrix.of_apply]
  rw [hs, ← Finset.mul_sum]
  ring

omit [Fintype n] in
/-- With all amplitudes equal to one, separable pairing is the constant pairing `D - g J`. -/
theorem pairH_eq_sepH (d : n → ℝ) (g : ℝ) : pairH d g = sepH d g (fun _ => 1) := by
  ext i j
  simp [pairH, sepH, allOnes, Matrix.vecMulVec_apply]

/-- Secular determinant for separable pairing at an energy `x` away from all levels:
`det (D - g w wᵀ - x) = ∏ (d i - x) * (1 - g ∑ w i ^ 2 / (d i - x))`. -/
theorem secDet_sepH (d w : n → ℝ) (g x : ℝ) (hx : ∀ i, x ≠ d i) :
    secDet (sepH d g w) x
      = (∏ i, (d i - x)) * (1 - g * ∑ i, w i ^ 2 / (d i - x)) := by
  -- the energy shift is absorbed in the diagonal
  have h : sepH d g w - x • (1 : Matrix n n ℝ)
      = Matrix.diagonal (fun i => d i - x) - g • Matrix.vecMulVec w w := by
    ext i j
    simp only [sepH, Matrix.sub_apply, Matrix.smul_apply, Matrix.diagonal_apply,
      Matrix.one_apply, smul_eq_mul]
    split_ifs <;> ring
  unfold secDet
  rw [h, det_diagonal_sub_rank_one (fun i => d i - x) w w g
    (fun i => sub_ne_zero.mpr (hx i).symm)]
  simp only [pow_two]

/-- The one-pair secular determinant: for `x` different from all levels,
`det (D - g J - x) = ∏ (d i - x) * (1 - g ∑ 1 / (d i - x))`. -/
theorem secDet_pairH (d : n → ℝ) (g x : ℝ) (hx : ∀ i, x ≠ d i) :
    secDet (pairH d g) x = (∏ i, (d i - x)) * (1 - g * ∑ i, 1 / (d i - x)) := by
  rw [pairH_eq_sepH, secDet_sepH d _ g x hx]
  simp only [one_pow]

/-- The secular determinant with denominators cleared, valid at every real `x`:
`det (D - g w wᵀ - x) = ∏ (d i - x) - g ∑ w i ^ 2 ∏_{j ≠ i} (d j - x)`. -/
theorem secDet_sepH_cleared (d w : n → ℝ) (g x : ℝ) :
    secDet (sepH d g w) x
      = ∏ i, (d i - x) - g * ∑ i, w i ^ 2 * ∏ j ∈ univ.erase i, (d j - x) := by
  have hd : Dense (Set.range d)ᶜ :=
    Set.Countable.dense_compl ℝ (Set.finite_range d).countable
  have hf : Continuous fun y : ℝ => secDet (sepH d g w) y := by
    unfold secDet
    exact Continuous.matrix_det (continuous_const.sub (continuous_id.smul continuous_const))
  have hg : Continuous fun y : ℝ =>
      ∏ i, (d i - y) - g * ∑ i, w i ^ 2 * ∏ j ∈ univ.erase i, (d j - y) := by
    fun_prop
  -- both sides are continuous and agree off the finite set of levels
  refine congrFun (Continuous.ext_on hd hf hg ?_) x
  intro y hy
  have hy' : ∀ i, y ≠ d i := fun i h => hy ⟨i, h.symm⟩
  have key : (∏ i, (d i - y)) * ∑ i, w i ^ 2 / (d i - y)
      = ∑ i, w i ^ 2 * ∏ j ∈ univ.erase i, (d j - y) := by
    rw [Finset.mul_sum]
    refine Finset.sum_congr rfl fun i _ => ?_
    have hp : (d i - y) * ∏ j ∈ univ.erase i, (d j - y) = ∏ j, (d j - y) :=
      Finset.mul_prod_erase univ (fun j => d j - y) (Finset.mem_univ i)
    have hc : w i ^ 2 / (d i - y) * (d i - y) = w i ^ 2 :=
      div_mul_cancel₀ _ (sub_ne_zero.mpr (hy' i).symm)
    linear_combination (∏ j ∈ univ.erase i, (d j - y)) * hc - (w i ^ 2 / (d i - y)) * hp
  show secDet (sepH d g w) y
      = ∏ i, (d i - y) - g * ∑ i, w i ^ 2 * ∏ j ∈ univ.erase i, (d j - y)
  rw [secDet_sepH d w g y hy', ← key]
  ring

/-- At the energy of level `k` the secular determinant equals
`-g w k ^ 2 ∏_{j ≠ k} (d j - d k)`. -/
theorem secDet_sepH_at_level (d w : n → ℝ) (g : ℝ) (k : n) :
    secDet (sepH d g w) (d k) = -g * w k ^ 2 * ∏ j ∈ univ.erase k, (d j - d k) := by
  have h0 : ∏ i, (d i - d k) = 0 :=
    Finset.prod_eq_zero (Finset.mem_univ k) (sub_self _)
  -- every term with i ≠ k contains the vanishing factor d k - d k
  have hs : ∑ i, w i ^ 2 * ∏ j ∈ univ.erase i, (d j - d k)
      = w k ^ 2 * ∏ j ∈ univ.erase k, (d j - d k) := by
    refine Finset.sum_eq_single k (fun i _ hik => ?_) (fun h => absurd (Finset.mem_univ k) h)
    have hz : ∏ j ∈ univ.erase i, (d j - d k) = 0 :=
      Finset.prod_eq_zero (Finset.mem_erase.mpr ⟨hik.symm, Finset.mem_univ k⟩) (sub_self _)
    rw [hz, mul_zero]
  rw [secDet_sepH_cleared, h0, hs]
  ring

/-- For nonzero coupling and nonzero amplitude on level `k`, the secular determinant vanishes
at `d k` exactly when another level is degenerate with level `k`. -/
theorem secDet_at_level_eq_zero_iff (d w : n → ℝ) (g : ℝ) (k : n) (hg : g ≠ 0)
    (hw : w k ≠ 0) :
    secDet (sepH d g w) (d k) = 0 ↔ ∃ j, j ≠ k ∧ d j = d k := by
  have hc : -g * w k ^ 2 ≠ 0 := mul_ne_zero (neg_ne_zero.mpr hg) (pow_ne_zero 2 hw)
  rw [secDet_sepH_at_level, mul_eq_zero, Finset.prod_eq_zero_iff]
  constructor
  · rintro (h | ⟨j, hj, h⟩)
    · exact absurd h hc
    · exact ⟨j, (Finset.mem_erase.mp hj).1, sub_eq_zero.mp h⟩
  · rintro ⟨j, hj, h⟩
    exact Or.inr ⟨j, Finset.mem_erase.mpr ⟨hj, Finset.mem_univ j⟩, sub_eq_zero.mpr h⟩

/-- For a shell of `L + 1` levels of common energy `e`, the secular determinant factorises as
`(e - x) ^ L * (e - x - g (L + 1))` at every real `x`. -/
theorem secDet_degenerate_shell (L : ℕ) (e g x : ℝ) :
    secDet (pairH (fun _ : Fin (L + 1) => e) g) x
      = (e - x) ^ L * (e - x - g * (L + 1)) := by
  have hp : ∀ i : Fin (L + 1), ∏ _j ∈ univ.erase i, (e - x) = (e - x) ^ L := by
    intro i
    rw [Finset.prod_const, Finset.card_erase_of_mem (Finset.mem_univ i)]
    simp
  rw [pairH_eq_sepH, secDet_sepH_cleared]
  simp only [hp]
  simp only [Finset.prod_const, Finset.sum_const, Finset.card_univ, Fintype.card_fin,
    nsmul_eq_mul]
  push_cast
  ring

end OnePairSecular
```
```lean
#print axioms OnePairSecular.secDet_pairH
-- 'OnePairSecular.secDet_pairH' depends on axioms: [propext, Classical.choice, Quot.sound]
#print axioms OnePairSecular.secDet_at_level_eq_zero_iff
-- 'OnePairSecular.secDet_at_level_eq_zero_iff' depends on axioms: [propext, Classical.choice, Quot.sound]
#print axioms OnePairSecular.secDet_degenerate_shell
-- 'OnePairSecular.secDet_degenerate_shell' depends on axioms: [propext, Classical.choice, Quot.sound]
```

## Definitions and theorems in words

The levels are indexed by an arbitrary finite type `n`, so they carry no ordering and may coincide. `allOnes n` is $J$, `pairH d g` is $D-gJ$, `sepH d g w` is $D-g\,ww^T$ with `Matrix.vecMulVec w w` as the outer product, and `secDet H x` is $\det(H-x\cdot 1)$, which differs from $\det(x\cdot 1-H)$ by $(-1)^N$. The coupling `g` is any real number of either sign, and `w` is not normalised.

`secDet_pairH` is (1), with the single hypothesis `hx : ∀ i, x ≠ d i`. That hypothesis carries content even though Lean defines $1/0=0$: on a level the right side of (1) then evaluates to $0$, while in the instance above the determinant at $x=1$ is $2$. The theorem follows from `pairH_eq_sepH`, which identifies $D-gJ$ with the separable matrix at $w_i=1$, and from `secDet_sepH`, whose step `h` moves $x$ into the diagonal before the rank-one lemma `det_diagonal_sub_rank_one` is applied with $a_i=d_i-x$.

`secDet_sepH_cleared` is (2) with no hypothesis; `univ.erase i` is the set of $j\neq i$. In its proof `hd` says that the complement of the set of levels is dense, `hf` and `hg` give continuity of the two sides, `key` is the cancellation of one factor $d_i - y$ in each term, and `Continuous.ext_on` extends the equality from the dense set to all of $\mathbb{R}$.

`secDet_sepH_at_level` is (3): `h0` removes the full product and `hs` keeps only the term $i=k$. `secDet_at_level_eq_zero_iff` adds `hg` and `hw`, which say that level $k$ is actually coupled; if either fails, (3) is zero whatever the other levels are. The proof discards the nonzero prefactor `hc` and uses that a product of reals vanishes only through one of its factors. `secDet_degenerate_shell` is (4), over `Fin (L + 1)`, where `hp` counts the $L$ equal factors left after one index is removed.

## Swapping column and row

The proof turns on `Matrix.det_one_add_mul_comm`, which states $\det(1+PQ)=\det(1+QP)$ for rectangular matrices $P$ and $Q$ of transposed shapes, and which replaces the block elimination above. To use it, the lemma writes $c$ and $r$ as genuine matrices with one index in `Fin 1`, the type with a single element: $c$ is `Matrix.of fun i (_ : Fin 1) => -g * u i * (a i)⁻¹`. Step `h` proves $A - g\,uv^T=A(1+cr)$ entry by entry, and this is where $a_i a_i^{-1}=1$, hence `ha`, enters. One rewrite chain then follows the derivation: `Matrix.det_mul` splits the product, `Matrix.det_diagonal` gives $\prod_i a_i$, the swap turns the $N\times N$ determinant into a $1\times1$ one, and `Matrix.det_fin_one` reads off its entry $1+\sum_j v_jc_j$. The lemma holds over any field and for $u\neq v$, so symmetry plays no part in it.

## Limits for a code in floating point

The theorems are exact identities for the determinant of a finite real matrix. That matrix is taken as the definition of the model: the step from the pair operators to $D-gJ$ is not derived, and states with broken pairs or more than one pair do not appear. Zeros of the determinant are read as energies by the usual link between characteristic polynomial and eigenvalues, which no theorem in the file states; nor does any give eigenvectors, the number or position of the roots of $f$, or multiplicities beyond what the factorisation (4) displays. Interactions of rank above one and complex amplitudes in `sepH` are not covered.

Rounding is absent as well, and the following cautions come from ordinary numerical reasoning, not from the file. Near a level, (1) multiplies a product with one small factor by a large bracket, while (2) avoids the division. The products in both formulas may overflow or underflow when $N$ is large. The criterion at $x=d_k$ concerns exact equality of levels, so a code that detects degeneracy with a tolerance has to justify that tolerance separately.
